# Twirling over twelve Clifford gates makes a one-qubit channel depolarizing

Let \(S=\mathrm{diag}(1,i)\), let \(H\) be the Hadamard gate, and put \(U=SH\). Let \(V\) range over the twelve products \(U^kP\) with \(k=0,1,2\) and \(P\in\{I,X,Y,Z\}\). For all complex \(2\times2\) matrices \(A\) and \(M\),

\[
\frac1{12}\sum_V V^\dagger A V\,M\,V^\dagger A^\dagger V=aM+b\,\mathrm{tr}(M)\,I,
\]

\[
3a=|\mathrm{tr}A|^2-\tfrac12\mathrm{tr}(A^\dagger A),\qquad a+2b=\tfrac12\mathrm{tr}(A^\dagger A).
\]

If \(A\) runs through the Kraus operators of a trace-preserving channel, the sum of these averages is a depolarizing channel, \(M\mapsto pM+(1-p)\,\mathrm{tr}(M)I/2\), with a real parameter \(p\) that can be negative.

## Noise between a random gate and its inverse

A trace-preserving noisy operation sends \(M\) to \(\sum_i K_iMK_i^\dagger\). Apply \(V\) before it and \(V^\dagger\) after it, and each Kraus operator \(K_i\) becomes \(V^\dagger K_iV\). After averaging over \(V\), one number describes the averaged noise. Such an average appears in the simplest model of one-qubit randomized benchmarking, where every noisy gate is the perfect gate followed by the same noise.

## The statement in Lean

`Op` is the type of complex \(2\times2\) matrices, and `pauli` lists \(\sigma_0,\dots,\sigma_3=I,X,Y,Z\). The gate \(U\) is `cyc`, with the factor \(1/\sqrt2\) included in `hadamard`, and `gate k p` is \(U^k\sigma_p\), where `p` is a Pauli label and not the depolarizing parameter \(p\). The superscript `ᴴ` denotes the adjoint.

`twirl A M` is the literal average over the twelve pairs \((k,p)\). The coefficients \(a\) and \(b\) are `keep A` and `mix A`, stored as complex numbers although their values are real. The theorem `clifford_twirl` equates the average with the two-term form for every `A` and `M`; neither has to be unitary, Hermitian or normalised.

In `twirled_channel` the Kraus operators form a finite family, and the hypothesis `hK`, \(\sum_iK_i^\dagger K_i=I\), says that total probability is conserved. The result is

\[
pM+(1-p)\,\mathrm{tr}(M)\frac I2,\qquad p=\frac{\sum_i|\mathrm{tr}K_i|^2-1}{3}.
\]

The number \(p\) is the factor that multiplies the traceless part of \(M\), and it is not in general a probability: the single Kraus operator \(Z\) gives \(p=-\tfrac13\). Since \(0\le|\mathrm{tr}K_i|^2\le2\,\mathrm{tr}(K_i^\dagger K_i)\), it lies between \(-\tfrac13\) and \(1\); this range is not part of the Lean statement. The theorems concern one qubit and this set of twelve gates, not the full Clifford group or several qubits.

## Paulis remove the cross terms

Fix \(k\) and set \(B=(U^k)^\dagger AU^k\). Since \(P^\dagger=P\), we have \(V^\dagger AV=PBP\). Expand \(B=\sum_j\beta_j\sigma_j\) with \(\beta_j=\tfrac12\mathrm{tr}(\sigma_jB)\). Each Pauli either commutes or anticommutes with \(\sigma_j\), so \(P\sigma_jP=\chi_j(P)\sigma_j\) with \(\chi_j(P)=\pm1\). Hence

\[
\sum_P PBP\,M\,PB^\dagger P=\sum_{j,l}\beta_j\overline{\beta_l}\Big(\sum_P\chi_j(P)\chi_l(P)\Big)\sigma_jM\sigma_l .
\]

For \(j=l\) the bracket is 4. For \(j\ne l\), \(\sigma_j\sigma_l\) is a phase times a nonidentity Pauli, which commutes with two of the four Paulis and anticommutes with the other two, so the bracket is 0. What remains is \(4\sum_j|\beta_j|^2\sigma_jM\sigma_j\).

## The gate U equalises the weights

Write \(w_j=|\mathrm{tr}(\sigma_jA)|^2/4\) for the weights of \(A\) itself. Direct multiplication gives

\[
UXU^\dagger=Z,\qquad UYU^\dagger=X,\qquad UZU^\dagger=Y .
\]

By cyclicity, \(\mathrm{tr}(\sigma_jU^\dagger AU)=\mathrm{tr}(U\sigma_jU^\dagger A)\). The weights along \(X,Y,Z\) are therefore \((w_1,w_2,w_3)\), \((w_3,w_1,w_2)\) and \((w_2,w_3,w_1)\) for \(k=0,1,2\), while \(w_0\) stays fixed. With \(\bar w=(w_1+w_2+w_3)/3\), the full average is

\[
w_0M+\bar w\sum_{j=1}^3\sigma_jM\sigma_j .
\]

Adding the four conjugates of \(M\) entry by entry gives \(\sum_{j=0}^3\sigma_jM\sigma_j=2\,\mathrm{tr}(M)I\). The average is thus \((w_0-\bar w)M+2\bar w\,\mathrm{tr}(M)I\), so \(a=w_0-\bar w\) and \(b=2\bar w\).

Finally, \(|\mathrm{tr}A|^2=4w_0\) and \(\tfrac12\mathrm{tr}(A^\dagger A)=w_0+3\bar w\). These give \(3a=4w_0-(w_0+3\bar w)\) and \(a+2b=w_0+3\bar w\), as stated.

For a channel, sum over \(i\). Since \(\sum_i\tfrac12\mathrm{tr}(K_i^\dagger K_i)=1\), the coefficients \(a\) add up to \(p\) and the coefficients \(b\) to \((1-p)/2\).

## Averaging too early

It would be a mistake to average \(V^\dagger AV\) first and then place the result on both sides of \(M\). That average is \(\tfrac12\mathrm{tr}(A)I\), which gives only \(w_0M\). For \(A=Z\) it gives zero, whereas the correct answer is \(-\tfrac13M+\tfrac23\mathrm{tr}(M)I\). The same \(V\) must appear on both sides before the sum is taken.

## Reading p from Kraus matrices

In a simulation, the loop over twelve gates can be replaced by the traces of the Kraus matrices. Amplitude damping with decay probability \(\gamma\) has \(K_0=\mathrm{diag}(1,\sqrt{1-\gamma})\) and a traceless \(K_1\), so

\[
p=\frac{(1+\sqrt{1-\gamma})^2-1}{3}.
\]

Running the explicit loop on a few matrices \(M\) is then a convenient check of the code.

## The complete file

```lean
import Mathlib

open Matrix

namespace CliffordTwirling

noncomputable section

/-- Operators on one qubit. -/
abbrev Op := Matrix (Fin 2) (Fin 2) ℂ

/-- The identity and the Pauli matrices X, Y, Z, in this order. -/
def pauli : Fin 4 → Op :=
  ![!![1, 0; 0, 1], !![0, 1; 1, 0], !![0, -Complex.I; Complex.I, 0], !![1, 0; 0, -1]]

/-- The phase gate S. -/
def phaseGate : Op := !![1, 0; 0, Complex.I]

/-- The Hadamard gate H. -/
def hadamard : Op := (((Real.sqrt 2)⁻¹ : ℝ) : ℂ) • !![1, 1; 1, -1]

/-- The Clifford gate U = SH. -/
def cyc : Op := phaseGate * hadamard

/-- The permutation of Pauli labels that fixes I and sends X to Z, Y to X and Z to Y. -/
def next : Fin 4 → Fin 4 := ![0, 3, 1, 2]

/-- The squared modulus of the coefficient of A along a Pauli matrix. -/
def weight (A : Op) (j : Fin 4) : ℂ := (Complex.normSq (trace (pauli j * A)) : ℂ) / 4

/-- The twirling gate V = U^k P. -/
def gate (k : ℕ) (p : Fin 4) : Op := cyc ^ k * pauli p

/-- The average of V† A V M V† A† V over the twelve gates V. -/
def twirl (A M : Op) : Op :=
  (1 / 12 : ℂ) • ∑ k ∈ Finset.range 3, ∑ p : Fin 4,
    ((gate k p)ᴴ * A * gate k p) * M * ((gate k p)ᴴ * Aᴴ * gate k p)

/-- The coefficient a of M, with 3a = |tr A|² - tr(A†A)/2. -/
def keep (A : Op) : ℂ := ((Complex.normSq (trace A) : ℂ) - trace (Aᴴ * A) / 2) / 3

/-- The coefficient b of tr(M) I, with a + 2b = tr(A†A)/2. -/
def mix (A : Op) : ℂ := (trace (Aᴴ * A) / 2 - keep A) / 2

/-- Conjugation by I, X, Y and Z permutes the matrix entries up to signs. -/
theorem pauli_sandwich (B : Op) :
    pauli 0 * B * pauli 0 = !![B 0 0, B 0 1; B 1 0, B 1 1] ∧
    pauli 1 * B * pauli 1 = !![B 1 1, B 1 0; B 0 1, B 0 0] ∧
    pauli 2 * B * pauli 2 = !![B 1 1, -B 1 0; -B 0 1, B 0 0] ∧
    pauli 3 * B * pauli 3 = !![B 0 0, -B 0 1; -B 1 0, B 1 1] := by
  -- first for a matrix given by four complex numbers
  have key : ∀ a b c d : ℂ,
      pauli 0 * !![a, b; c, d] * pauli 0 = !![a, b; c, d] ∧
      pauli 1 * !![a, b; c, d] * pauli 1 = !![d, c; b, a] ∧
      pauli 2 * !![a, b; c, d] * pauli 2 = !![d, -c; -b, a] ∧
      pauli 3 * !![a, b; c, d] * pauli 3 = !![a, -b; -c, d] := by
    intro a b c d
    refine ⟨?_, ?_, ?_, ?_⟩ <;> ext i j <;> fin_cases i <;> fin_cases j <;>
      simp [pauli, Matrix.mul_apply, Fin.sum_univ_two] <;>
      first
        | ring1
        | linear_combination (-a) * Complex.I_sq
        | linear_combination (-d) * Complex.I_sq
        | linear_combination b * Complex.I_sq
        | linear_combination c * Complex.I_sq
  have h := key (B 0 0) (B 0 1) (B 1 0) (B 1 1)
  have e := Matrix.eta_fin_two B
  rw [← e] at h ⊢
  exact h

/-- The four Pauli weights of an operator in terms of its matrix entries. -/
theorem weight_entries (A : Op) :
    weight A 0 = (A 0 0 + A 1 1) * starRingEnd ℂ (A 0 0 + A 1 1) / 4 ∧
    weight A 1 = (A 1 0 + A 0 1) * starRingEnd ℂ (A 1 0 + A 0 1) / 4 ∧
    weight A 2 = (A 0 1 - A 1 0) * starRingEnd ℂ (A 0 1 - A 1 0) / 4 ∧
    weight A 3 = (A 0 0 - A 1 1) * starRingEnd ℂ (A 0 0 - A 1 1) / 4 := by
  have h0 : trace (pauli 0 * A) = A 0 0 + A 1 1 := by
    simp only [trace_fin_two, Matrix.mul_apply, Fin.sum_univ_two]
    simp [pauli]
  have h1 : trace (pauli 1 * A) = A 1 0 + A 0 1 := by
    simp only [trace_fin_two, Matrix.mul_apply, Fin.sum_univ_two]
    simp [pauli]
  have h2 : trace (pauli 2 * A) = Complex.I * (A 0 1 - A 1 0) := by
    simp only [trace_fin_two, Matrix.mul_apply, Fin.sum_univ_two]
    simp [pauli]
    ring
  have h3 : trace (pauli 3 * A) = A 0 0 - A 1 1 := by
    simp only [trace_fin_two, Matrix.mul_apply, Fin.sum_univ_two]
    simp [pauli]
    ring
  refine ⟨?_, ?_, ?_, ?_⟩
  · rw [weight, h0, ← Complex.mul_conj]
  · rw [weight, h1, ← Complex.mul_conj]
  · rw [weight, h2, map_mul, Complex.normSq_I, one_mul, ← Complex.mul_conj]
  · rw [weight, h3, ← Complex.mul_conj]

/-- Summing over Pauli conjugations removes all cross terms between different Pauli
components of B. -/
theorem pauli_twirl (B M : Op) :
    ∑ p, (pauli p * B * pauli p) * M * (pauli p * Bᴴ * pauli p) =
      (4 : ℂ) • ∑ j, weight B j • (pauli j * M * pauli j) := by
  obtain ⟨b0, b1, b2, b3⟩ := pauli_sandwich B
  obtain ⟨c0, c1, c2, c3⟩ := pauli_sandwich Bᴴ
  obtain ⟨m0, m1, m2, m3⟩ := pauli_sandwich M
  obtain ⟨w0, w1, w2, w3⟩ := weight_entries B
  simp only [Fin.sum_univ_four, b0, b1, b2, b3, c0, c1, c2, c3, m0, m1, m2, m3,
    w0, w1, w2, w3]
  ext i j
  simp only [Matrix.add_apply, Matrix.smul_apply, Matrix.mul_apply, Fin.sum_univ_two]
  fin_cases i <;> fin_cases j <;> simp <;> ring

/-- The sum of all four Pauli conjugates of M is 2 tr(M) I. -/
theorem pauli_sum (M : Op) :
    ∑ j, pauli j * M * pauli j = (2 * trace M) • (1 : Op) := by
  obtain ⟨m0, m1, m2, m3⟩ := pauli_sandwich M
  simp only [Fin.sum_univ_four, m0, m1, m2, m3]
  ext i j
  fin_cases i <;> fin_cases j <;> simp [trace_fin_two] <;> ring

/-- Conjugation by U = SH fixes I and sends X to Z, Y to X and Z to Y. -/
theorem clifford_cycle (j : Fin 4) : cyc * pauli j * cycᴴ = pauli (next j) := by
  have hr : (((Real.sqrt 2)⁻¹ : ℝ) : ℂ) * (((Real.sqrt 2)⁻¹ : ℝ) : ℂ) = 1 / 2 := by
    rw [← Complex.ofReal_mul, ← mul_inv, Real.mul_self_sqrt (by norm_num)]
    norm_num
  have hU : cyc = (((Real.sqrt 2)⁻¹ : ℝ) : ℂ) • !![1, 1; Complex.I, -Complex.I] := by
    rw [cyc, hadamard, Matrix.mul_smul]
    congr 1
    ext a b
    fin_cases a <;> fin_cases b <;> simp [phaseGate, Matrix.mul_apply, Fin.sum_univ_two]
  have hV : cycᴴ = (((Real.sqrt 2)⁻¹ : ℝ) : ℂ) • !![1, -Complex.I; 1, Complex.I] := by
    rw [hU, conjTranspose_smul, Complex.star_def, Complex.conj_ofReal]
    congr 1
    ext a b
    fin_cases a <;> fin_cases b <;> simp
  -- the two factors 1/√2 combine to 1/2
  rw [hV, hU, Matrix.smul_mul, Matrix.smul_mul, Matrix.mul_smul, smul_smul, hr]
  fin_cases j <;> ext a b <;> fin_cases a <;> fin_cases b <;>
    simp [pauli, next] <;> (try ring_nf)

/-- Conjugating an operator by U permutes its Pauli weights. -/
theorem weight_cycle (A : Op) (j : Fin 4) :
    weight (cycᴴ * A * cyc) j = weight A (next j) := by
  have h : trace (pauli j * (cycᴴ * A * cyc)) = trace (pauli (next j) * A) := by
    rw [← clifford_cycle j, ← Matrix.mul_assoc, Matrix.trace_mul_comm]
    simp only [Matrix.mul_assoc]
  rw [weight, weight, h]

/-- Clifford twirling: the average of V† A V M V† A† V over the twelve gates V = U^k P
is a M + b tr(M) I. -/
theorem clifford_twirl (A M : Op) :
    twirl A M = keep A • M + (mix A * trace M) • (1 : Op) := by
  have hP : ∀ p, (pauli p)ᴴ = pauli p := by
    intro p
    fin_cases p <;> ext i j <;> fin_cases i <;> fin_cases j <;> simp [pauli]
  -- for each k the sum over P is a Pauli twirl of the rotated operator
  have hk : ∀ k : ℕ, ∑ p : Fin 4,
      ((gate k p)ᴴ * A * gate k p) * M * ((gate k p)ᴴ * Aᴴ * gate k p) =
      (4 : ℂ) • ∑ j, weight ((cyc ^ k)ᴴ * A * cyc ^ k) j • (pauli j * M * pauli j) := by
    intro k
    rw [← pauli_twirl]
    refine Finset.sum_congr rfl fun p _ => ?_
    simp only [gate, conjTranspose_mul, conjTranspose_conjTranspose, hP, Matrix.mul_assoc]
  have e0 : (cyc ^ 0)ᴴ * A * cyc ^ 0 = A := by simp
  have e1 : (cyc ^ 1)ᴴ * A * cyc ^ 1 = cycᴴ * A * cyc := by rw [pow_one]
  have e2 : (cyc ^ 2)ᴴ * A * cyc ^ 2 = cycᴴ * (cycᴴ * A * cyc) * cyc := by
    simp only [pow_two, conjTranspose_mul, Matrix.mul_assoc]
  have n0 : next 0 = 0 := rfl
  have n1 : next 1 = 3 := rfl
  have n2 : next 2 = 1 := rfl
  have n3 : next 3 = 2 := rfl
  -- both coefficients in terms of the Pauli weights
  obtain ⟨w0, w1, w2, w3⟩ := weight_entries A
  have ht : trace (Aᴴ * A) =
      2 * (weight A 0 + weight A 1 + weight A 2 + weight A 3) := by
    rw [w0, w1, w2, w3]
    simp only [trace_fin_two, Matrix.mul_apply, Fin.sum_univ_two, conjTranspose_apply,
      Complex.star_def, map_add, map_sub]
    ring
  have hn : (Complex.normSq (trace A) : ℂ) = 4 * weight A 0 := by
    rw [w0, ← Complex.mul_conj, trace_fin_two]
    ring
  have hM : pauli 0 * M * pauli 0 = M := by
    rw [(pauli_sandwich M).1]
    exact (Matrix.eta_fin_two M).symm
  have hs := pauli_sum M
  simp only [Fin.sum_univ_four, hM] at hs
  simp only [twirl, hk, Finset.sum_range_succ, Finset.sum_range_zero, e0, e1, e2,
    weight_cycle, Fin.sum_univ_four, n0, n1, n2, n3, hM, mix, keep, ht, hn]
  linear_combination (norm := module)
    ((weight A 1 + weight A 2 + weight A 3) / 3) • hs

/-- Twirling a trace-preserving channel with Kraus operators K gives the depolarizing form
p M + (1 - p) tr(M) I/2, with p = (∑ |tr K|² - 1)/3. -/
theorem twirled_channel {ι : Type*} [Fintype ι] (K : ι → Op)
    (hK : ∑ i, (K i)ᴴ * K i = 1) (M : Op) :
    ∑ i, twirl (K i) M =
      (((∑ i, (Complex.normSq (trace (K i)) : ℂ)) - 1) / 3) • M +
      ((1 - ((∑ i, (Complex.normSq (trace (K i)) : ℂ)) - 1) / 3) * trace M / 2) •
        (1 : Op) := by
  have ht : ∑ i, trace ((K i)ᴴ * K i) = 2 := by
    rw [← Matrix.trace_sum, hK]
    simp
  have hk : ∑ i, keep (K i) = ((∑ i, (Complex.normSq (trace (K i)) : ℂ)) - 1) / 3 := by
    simp only [keep, ← Finset.sum_div, Finset.sum_sub_distrib, ht]
    norm_num
  have hm : ∑ i, mix (K i) = (1 - ∑ i, keep (K i)) / 2 := by
    simp only [mix, ← Finset.sum_div, Finset.sum_sub_distrib, ht]
    norm_num
  simp only [clifford_twirl, Finset.sum_add_distrib, ← Finset.sum_smul, ← Finset.sum_mul]
  rw [hm, hk]
  module

/-- For A = Z the average over the Pauli matrices alone is not of the form
a M + b tr(M) I. -/
theorem pauli_average_insufficient :
    ¬ ∃ a b : ℂ, ∀ M : Op,
      (1 / 4 : ℂ) • ∑ p, (pauli p * pauli 3 * pauli p) * M *
        (pauli p * (pauli 3)ᴴ * pauli p) = a • M + (b * trace M) • (1 : Op) := by
  rintro ⟨a, b, h⟩
  obtain ⟨b0, b1, b2, b3⟩ := pauli_sandwich (pauli 3)
  obtain ⟨c0, c1, c2, c3⟩ := pauli_sandwich (pauli 3)ᴴ
  simp only [Fin.sum_univ_four, b0, b1, b2, b3, c0, c1, c2, c3] at h
  -- M = X forces a = -1, while M = Z forces a = 1
  have h1 := congrFun (congrFun (h (pauli 1)) 0) 1
  have h3 := congrFun (congrFun (h (pauli 3)) 0) 0
  simp [pauli, Matrix.mul_apply, Fin.sum_univ_two, trace_fin_two] at h1 h3
  have : (1 : ℂ) = -1 := by linear_combination h3 - h1
  norm_num at this

end

end CliffordTwirling
```

```lean
#print axioms CliffordTwirling.clifford_twirl
#print axioms CliffordTwirling.twirled_channel
#print axioms CliffordTwirling.pauli_average_insufficient
```

```
'CliffordTwirling.clifford_twirl' depends on axioms: [propext, Classical.choice, Quot.sound]
'CliffordTwirling.twirled_channel' depends on axioms: [propext, Classical.choice, Quot.sound]
'CliffordTwirling.pauli_average_insufficient' depends on axioms: [propext, Classical.choice, Quot.sound]
```

## How the proof follows the derivation

`pauli_sandwich` writes each Pauli conjugation as a signed permutation of matrix entries, and `weight_entries` does the same service for the weights. With both, `pauli_twirl` removes the cross terms by comparing the four entries of each side and closing them with `ring`; this replaces the sign sum \(\sum_P\chi_j\chi_l\). `pauli_sum` proves the trace identity in the same way.

`clifford_cycle` checks the action of \(U\) on the Paulis, after combining the two factors \(1/\sqrt2\) into \(1/2\). `weight_cycle` transfers it to the weights by cyclicity of the trace.

In `clifford_twirl`, the step `hk` applies the Pauli result for each \(k\), and `ht` and `hn` express \(\mathrm{tr}(A^\dagger A)\) and \(|\mathrm{tr}A|^2\) through the weights. The closing `linear_combination` adds \(\bar w\) times the trace identity, which is how \(\sum_{j\ge1}\sigma_jM\sigma_j\) was eliminated above. `twirled_channel` then sums the coefficients using `hK`.

`pauli_average_insufficient` shows that the four Paulis alone do not achieve this form for every \(A\). For \(A=Z\) their average is \(ZMZ\): the choice \(M=X\) forces \(a=-1\), and \(M=Z\) forces \(a=1\). The proof reads these two values from single matrix entries and derives the contradiction.
